# Closed-form radial response of a hydrogenic 1s orbital to a multipole potential r^k with k ≥ 1

For one non-relativistic electron in the field of a point charge Z > 0, in atomic units, `response_isFirstOrderResponse` gives a closed-form response of the 1s orbital to a potential r^k of multipole order k ≥ 1. It states that u(r) = r^(k+1) e^(−Zr)/(kZ²) + r^(k+2) e^(−Zr)/((k+1)Z) satisfies −u''/2 + k(k+1)u/(2r²) − Zu/r + Z²u/2 = r^k · r e^(−Zr) for r > 0, and tends to zero at the origin and at infinity. The 1s radial function r e^(−Zr) is unnormalised here; for the normalised one, u is multiplied by 2Z^(3/2), and the usual first-order correction for a perturbation +r^k is −u, since the source stands on the right with a plus sign. The proof writes k as m + 1, names the two coefficients `a` and `b`, differentiates twice and checks the equation algebraically, then gets the limits from continuity at the origin and exponential decay at infinity.

This version doesn't compile in Lean 4 with Mathlib:

```lean
import Mathlib

open MeasureTheory Filter Set Topology

namespace HydrogenicMultipoleShielding

noncomputable section

/-- The Slater radial function `r^n exp(-Z r)`. -/
def slater (Z : ℝ) (n : ℕ) (r : ℝ) : ℝ := r ^ n * Real.exp (-(Z * r))

/-- A radial response of the hydrogenic 1s orbital to a potential `r^k` of multipole order `k`: it
solves the inhomogeneous radial equation at positive radii and tends to zero at the origin and at
infinity. -/
structure IsFirstOrderResponse (Z : ℝ) (k : ℕ) (u : ℝ → ℝ) : Prop where
  equation : ∃ u' u'' : ℝ → ℝ, ∀ r, 0 < r →
    HasDerivAt u (u' r) r ∧ HasDerivAt u' (u'' r) r ∧
    -u'' r / 2 + k * (k + 1) / 2 * (u r / r ^ 2) - Z * (u r / r) + Z ^ 2 / 2 * u r
      = r ^ k * (r * Real.exp (-(Z * r)))
  at_origin : Tendsto u (𝓝[>] 0) (𝓝 0)
  at_infinity : Tendsto u atTop (𝓝 0)

/-- The closed-form response, a combination of two Slater functions. -/
def response (Z : ℝ) (k : ℕ) (r : ℝ) : ℝ :=
  1 / (k * Z ^ 2) * slater Z (k + 1) r + 1 / ((k + 1) * Z) * slater Z (k + 2) r

/-- The derivative of `exp(-Z r)` with respect to `r` is `-Z exp(-Z r)`. -/
theorem hasDerivAt_decay (Z r : ℝ) :
    HasDerivAt (fun x : ℝ => Real.exp (-(Z * x))) (-Z * Real.exp (-(Z * r))) r := by
  have h : HasDerivAt (fun x : ℝ => -(Z * x)) (-Z) r :=
    ((hasDerivAt_id' r).const_mul Z).fun_neg.congr_deriv (by ring)
  exact h.exp.congr_deriv (by ring)

/-- Differentiation turns the Slater function with power `n + 1` into a combination of itself and
the one with power `n`. -/
theorem hasDerivAt_slater (Z : ℝ) (n : ℕ) (r : ℝ) :
    HasDerivAt (slater Z (n + 1)) ((n + 1) * slater Z n r - Z * slater Z (n + 1) r) r := by
  have h := (hasDerivAt_pow (n + 1) r).fun_mul (hasDerivAt_decay Z r)
  refine h.congr_deriv ?_
  simp only [slater, Nat.add_sub_cancel]
  push_cast
  ring

/-- Slater functions with a positive exponent vanish at infinity. -/
theorem tendsto_slater {c : ℝ} (hc : 0 < c) (n : ℕ) :
    Tendsto (slater c n) atTop (𝓝 0) := by
  have h := ((Real.tendsto_pow_mul_exp_neg_atTop_nhds_zero n).comp
    (tendsto_id.const_mul_atTop hc)).const_mul ((c ^ n)⁻¹)
  rw [mul_zero] at h
  refine h.congr (fun r => ?_)
  show (c ^ n)⁻¹ * ((c * r) ^ n * Real.exp (-(c * r))) = r ^ n * Real.exp (-(c * r))
  rw [mul_pow, mul_assoc, inv_mul_cancel_left₀ (pow_pos hc n).ne']

/-- The closed form solves the radial response equation with both boundary conditions. -/
theorem response_isFirstOrderResponse {Z : ℝ} (hZ : 0 < Z) {k : ℕ} (hk : 1 ≤ k) :
    IsFirstOrderResponse Z k (response Z k) := by
  refine ⟨?_, ?_, ?_⟩
  · obtain ⟨m, rfl⟩ : ∃ m, k = m + 1 := ⟨k - 1, by omega⟩
    obtain ⟨a, ha'⟩ : ∃ a : ℝ, a = 1 / (((m + 1 : ℕ) : ℝ) * Z ^ 2) := ⟨_, rfl⟩
    obtain ⟨b, hb'⟩ : ∃ b : ℝ, b = 1 / ((((m + 1 : ℕ) : ℝ) + 1) * Z) := ⟨_, rfl⟩
    have ha : a * (((m + 1 : ℕ) : ℝ) * Z ^ 2) = 1 := by
      rw [ha']; exact one_div_mul_cancel (by positivity)
    have hb : b * ((((m + 1 : ℕ) : ℝ) + 1) * Z) = 1 := by
      rw [hb']; exact one_div_mul_cancel (by positivity)
    have hf : response Z (m + 1)
        = fun r => a * slater Z (m + 1 + 1) r + b * slater Z (m + 2 + 1) r := by
      funext r
      rw [ha', hb']
      simp only [response, slater]
      ring
    push_cast at ha hb
    have hab : a * ((m : ℝ) + 1) * Z = b * ((m : ℝ) + 1 + 1) :=
      mul_right_cancel₀ hZ.ne' (by linear_combination ha - hb)
    rw [hf]
    refine ⟨fun r => a * ((((m + 1 : ℕ) : ℝ) + 1) * slater Z (m + 1) r
          - Z * slater Z (m + 1 + 1) r)
        + b * ((((m + 2 : ℕ) : ℝ) + 1) * slater Z (m + 1 + 1) r - Z * slater Z (m + 2 + 1) r),
      fun r => a * ((((m + 1 : ℕ) : ℝ) + 1) * (((m : ℝ) + 1) * slater Z m r
          - Z * slater Z (m + 1) r)
          - Z * ((((m + 1 : ℕ) : ℝ) + 1) * slater Z (m + 1) r - Z * slater Z (m + 1 + 1) r))
        + b * ((((m + 2 : ℕ) : ℝ) + 1) * ((((m + 1 : ℕ) : ℝ) + 1) * slater Z (m + 1) r
          - Z * slater Z (m + 1 + 1) r)
          - Z * ((((m + 2 : ℕ) : ℝ) + 1) * slater Z (m + 2) r - Z * slater Z (m + 2 + 1) r)),
      fun r hr => ⟨?_, ?_, ?_⟩⟩
    · exact ((hasDerivAt_slater Z (m + 1) r).const_mul a).fun_add
        ((hasDerivAt_slater Z (m + 2) r).const_mul b)
    · exact ((((hasDerivAt_slater Z m r).const_mul _).fun_sub
        ((hasDerivAt_slater Z (m + 1) r).const_mul Z)).const_mul a).fun_add
        ((((hasDerivAt_slater Z (m + 1) r).const_mul _).fun_sub
        ((hasDerivAt_slater Z (m + 2) r).const_mul Z)).const_mul b)
    · have e1 : (a * slater Z (m + 1 + 1) r + b * slater Z (m + 2 + 1) r) / r ^ 2
          = a * slater Z m r + b * slater Z (m + 1) r := by
        rw [div_eq_iff (by positivity)]; simp only [slater]; ring
      have e2 : (a * slater Z (m + 1 + 1) r + b * slater Z (m + 2 + 1) r) / r
          = a * slater Z (m + 1) r + b * slater Z (m + 2) r := by
        rw [div_eq_iff hr.ne']; simp only [slater]; ring
      beta_reduce
      rw [e1, e2]
      simp only [slater]
      push_cast
      -- the two remaining powers of r cancel by the choice of a and b
      linear_combination Real.exp (-(Z * r)) * r ^ (m + 1) * hab
        + Real.exp (-(Z * r)) * r ^ (m + 2) * hb
  · have hc : Continuous (response Z k) := by
      unfold response slater
      fun_prop
    exact (hc.tendsto' 0 0 (by simp [response, slater])).mono_left nhdsWithin_le_nhds
  · have h := ((tendsto_slater hZ (k + 1)).const_mul (1 / (k * Z ^ 2))).add
      ((tendsto_slater hZ (k + 2)).const_mul (1 / ((k + 1) * Z)))
    rw [mul_zero, mul_zero, add_zero] at h
    exact h

end

end HydrogenicMultipoleShielding
```

Lean reports:

```
Main.lean:70:6: error: No goals to be solved
```

Cause. The message "No goals to be solved" means that a tactic was called when nothing was left to prove. It points to the `ring` that ends the proof of `hf`, the step that rewrites `response Z (m + 1)` in terms of `a` and `b`.

After `rw [ha', hb']` puts the explicit coefficients back, `simp only [response, slater]` unfolds both sides into the same sum of powers times exponentials. The only difference in form is in one exponent, `m + 1 + 2` on the left and `m + 2 + 1` on the right. Both are `m + 3` by simple addition of numerals, which `simp only` can settle without `ring`. It therefore closes the goal itself, and the `ring` that follows fails because it has no goal.

The diff deletes that `ring`, so the proof of `hf` ends where its goal is closed. Nothing else changes: the formula, the statement and the rest of the argument were sound as written.

After these edits no error is left:

```diff
@@ -68,5 +68,4 @@
       rw [ha', hb']
       simp only [response, slater]
-      ring
     push_cast at ha hb
     have hab : a * ((m : ℝ) + 1) * Z = b * ((m : ℝ) + 1 + 1) :=
```
